# One lattice particle with its density on a single site: the Lieb supremum is $T_{kk}$, attained only without hopping from that site

Try to hold a quantum particle on one site $k$ of a finite lattice by raising the potential on all other sites. If the particle can hop away from $k$, some of its density leaks out of every finite well. Density functional theory nevertheless assigns an energy to the fully localised density, as a supremum over potentials.

Let $T$ be the Hermitian matrix of hopping and on-site energies, $E(v)$ the ground energy of $T+\mathrm{diag}(v)$ for a real potential $v$, and $\rho$ the density equal to 1 on $k$ and 0 elsewhere. Then

$$\sup_v\,[E(v)-v\cdot\rho]=T_{kk},$$

and some $v$ attains this value if and only if $T_{jk}=0$ for all $j\neq k$.

## Upper bound, deep wells and attainment

**Upper bound.** The state localised on $k$ has energy $T_{kk}+v_k$, so $E(v)-v_k\le T_{kk}$.

**Approach.** Let $v$ be 0 on $k$ and $D$ elsewhere. For a normalised $\psi$ put $q=1-|\psi_k|^2$, and let $S=\sum_{ij}|T_{ij}|$. Every term $\psi_i^*T_{ij}\psi_j$ other than the $kk$ term has a site outside $k$, so for any $\delta>0$

$$|\psi_i||\psi_j|\le\sqrt q\le\delta+\frac{q}{4\delta}.$$

The energy is therefore at least

$$T_{kk}(1-q)-S\Big(\delta+\frac{q}{4\delta}\Big)+Dq.$$

With $D=S/(4\delta)+|T_{kk}|$ the terms in $q$ add up to something nonnegative, and $E(v)\ge T_{kk}-S\delta$. Now let $\delta\to0$.

**No hopping from $k$.** The surviving off-site terms have both sites outside $k$, so $|\psi_i||\psi_j|\le q$. The finite value $D=S+|T_{kk}|$ gives $E(v)\ge T_{kk}$.

**Converse.** If $v$ attains the supremum, $H=T+\mathrm{diag}(v)$ has ground energy $H_{kk}$. For $j\ne k$ let $a=H_{jk}=T_{jk}$, and give the trial state amplitude 1 on $k$ and $-ta$ on $j$, with $t>0$. Its normalised energy obeys

$$H_{kk}\le\frac{H_{kk}-2t|a|^2+t^2|a|^2H_{jj}}{1+t^2|a|^2}.$$

Hence $2|a|^2\le t|a|^2(H_{jj}-H_{kk})$, and $t\to0$ forces $a=0$.

## States, energies and potentials

The sites form a finite type `n`, and a state is a function from `n` to ℂ.

In Lean 4 with Mathlib:

```lean
import Mathlib

open Matrix

namespace LocalisedDensityLieb

noncomputable section

variable {n : Type*} [Fintype n] [DecidableEq n]

/-- The normalised one-particle states on the site set `n`. -/
def unitStates (n : Type*) [Fintype n] : Set (n → ℂ) := {ψ | ∑ i, ‖ψ i‖ ^ 2 = 1}
```

For Hermitian matrices the expectation value is real, so taking the real part loses nothing.

```lean
/-- The real part of the expectation value `⟨ψ, H ψ⟩`. -/
def energy (H : Matrix n n ℂ) (ψ : n → ℂ) : ℝ := (star ψ ⬝ᵥ H *ᵥ ψ).re

/-- The ground energy: the infimum of the energy over normalised states, for a nonempty
site set. -/
def groundEnergy (H : Matrix n n ℂ) : ℝ := sInf (energy H '' unitStates n)

/-- The Hamiltonian `T + diag(v)` of a particle in the site potential `v`. -/
def hamiltonian (T : Matrix n n ℂ) (v : n → ℝ) : Matrix n n ℂ :=
  T + diagonal (fun i => (v i : ℂ))
```

The density $\rho$ will be `Pi.single k 1`.

```lean
/-- The quantity `E(v) - v·ρ` whose supremum over `v` is the Lieb functional at `ρ`. -/
def liebObjective (T : Matrix n n ℂ) (ρ v : n → ℝ) : ℝ :=
  groundEnergy (hamiltonian T v) - v ⬝ᵥ ρ

/-- The potential that is zero on site `k` and `D` on all other sites. -/
def well (k : n) (D : ℝ) : n → ℝ := fun i => if i = k then 0 else D
```

The number $S$ is called `strength`.

```lean
/-- The sum of the moduli of all matrix elements of `T`. -/
def strength (T : Matrix n n ℂ) : ℝ := ∑ i, ∑ j, ‖T i j‖
```

## The ground state and a small admixture

The next lemmas expand the energy over pairs of sites and bound the site densities by 1 and by $q$.

```lean
omit [DecidableEq n] in
/-- The energy as a double sum over sites. -/
lemma energy_eq (H : Matrix n n ℂ) (ψ : n → ℂ) :
    energy H ψ = ∑ i, ∑ j, (star (ψ i) * H i j * ψ j).re := by
  simp only [energy, dotProduct, Matrix.mulVec, Pi.star_apply, Finset.mul_sum,
    Complex.re_sum, mul_assoc]

omit [DecidableEq n] in
/-- In a normalised state the density on any site is at most one. -/
lemma weight_le {ψ : n → ℂ} (hψ : ψ ∈ unitStates n) (i : n) : ‖ψ i‖ ^ 2 ≤ 1 := by
  have hN : ∑ j, ‖ψ j‖ ^ 2 = 1 := hψ
  rw [← hN]
  exact Finset.single_le_sum (f := fun j => ‖ψ j‖ ^ 2) (fun j _ => sq_nonneg _)
    (Finset.mem_univ i)

/-- In a normalised state the density on a site other than `k` is at most one minus the
density on `k`. -/
lemma weight_outside {ψ : n → ℂ} (hψ : ψ ∈ unitStates n) {i k : n} (hi : i ≠ k) :
    ‖ψ i‖ ^ 2 ≤ 1 - ‖ψ k‖ ^ 2 := by
  have hN : ∑ j, ‖ψ j‖ ^ 2 = 1 := hψ
  have h : ‖ψ k‖ ^ 2 + ∑ j ∈ Finset.univ.erase k, ‖ψ j‖ ^ 2 = ∑ j, ‖ψ j‖ ^ 2 :=
    Finset.add_sum_erase Finset.univ (fun j => ‖ψ j‖ ^ 2) (Finset.mem_univ k)
  have h1 : ‖ψ i‖ ^ 2 ≤ ∑ j ∈ Finset.univ.erase k, ‖ψ j‖ ^ 2 :=
    Finset.single_le_sum (f := fun j => ‖ψ j‖ ^ 2) (fun j _ => sq_nonneg _)
      (Finset.mem_erase.2 ⟨hi, Finset.mem_univ i⟩)
  linarith

/-- The state localised on site `k` is normalised. -/
lemma site_mem (k : n) : (Pi.single k 1 : n → ℂ) ∈ unitStates n := by
  change ∑ i, ‖(Pi.single k 1 : n → ℂ) i‖ ^ 2 = 1
  rw [Finset.sum_eq_single k (fun i _ hi => by simp [hi]) (by simp)]
  simp
```

The unit states form a compact set and the energy is continuous, so the infimum is a minimum.

```lean
/-- On a nonempty site set the ground energy is attained by a normalised state. -/
theorem groundEnergy_isLeast [Nonempty n] (H : Matrix n n ℂ) :
    IsLeast (energy H '' unitStates n) (groundEnergy H) := by
  have hc : IsCompact (unitStates n) := by
    apply Metric.isCompact_of_isClosed_isBounded
    · exact isClosed_eq (by fun_prop) continuous_const
    · refine (Metric.isBounded_closedBall (x := (0 : n → ℂ)) (r := 1)).subset ?_
      intro ψ hψ
      rw [mem_closedBall_zero_iff, pi_norm_le_iff_of_nonneg zero_le_one]
      intro i
      nlinarith [weight_le hψ i, norm_nonneg (ψ i)]
  have hE : Continuous (energy H) := by
    rw [show energy H = _ from funext (energy_eq H)]
    exact continuous_finsetSum _ fun i _ => continuous_finsetSum _ fun j _ =>
      Complex.continuous_re.comp (by fun_prop)
  obtain ⟨k⟩ := ‹Nonempty n›
  exact (hc.image hE).isLeast_sInf ⟨_, _, site_mem k, rfl⟩
```

Rescaling gives the variational principle for unnormalised trial states.

```lean
/-- Variational principle for a nonzero state that need not be normalised. -/
theorem groundEnergy_mul_le [Nonempty n] (H : Matrix n n ℂ) (ψ : n → ℂ)
    (hψ : 0 < ∑ i, ‖ψ i‖ ^ 2) : groundEnergy H * ∑ i, ‖ψ i‖ ^ 2 ≤ energy H ψ := by
  obtain ⟨c, hc⟩ : ∃ c : ℝ, c ^ 2 * ∑ i, ‖ψ i‖ ^ 2 = 1 :=
    ⟨(√(∑ i, ‖ψ i‖ ^ 2))⁻¹, by
      rw [inv_pow, Real.sq_sqrt hψ.le]; exact inv_mul_cancel₀ hψ.ne'⟩
  have hmem : (fun i => (c : ℂ) * ψ i) ∈ unitStates n := by
    change ∑ i, ‖(c : ℂ) * ψ i‖ ^ 2 = 1
    rw [← hc, Finset.mul_sum]
    refine Finset.sum_congr rfl fun i _ => ?_
    rw [norm_mul, mul_pow, Complex.norm_real, Real.norm_eq_abs, sq_abs]
  have hen : energy H (fun i => (c : ℂ) * ψ i) = c ^ 2 * energy H ψ := by
    simp only [energy_eq, Finset.mul_sum]
    refine Finset.sum_congr rfl fun i _ => Finset.sum_congr rfl fun j _ => ?_
    rw [← Complex.re_ofReal_mul]
    congr 1
    simp only [star_mul', Complex.star_def, Complex.conj_ofReal]
    push_cast
    ring
  have h := (groundEnergy_isLeast H).2 ⟨_, hmem, rfl⟩
  rw [hen] at h
  have h2 := mul_le_mul_of_nonneg_right h hψ.le
  linear_combination h2 + energy H ψ * hc

/-- The real part of `⟨ψ, H ψ⟩`, not divided by the squared norm of `ψ`, for the vector `ψ` with
amplitude one on site `k` and an added amplitude `z` on site `j`. -/
lemma energy_pair (H : Matrix n n ℂ) (k j : n) (z : ℂ) :
    energy H (Pi.single k 1 + Pi.single j z) =
      (H k k + H k j * z + star z * H j k + star z * H j j * z).re := by
  have hs : star (Pi.single k 1 + Pi.single j z : n → ℂ) =
      Pi.single k 1 + Pi.single j (star z) := by
    funext i
    simp only [Pi.star_apply, Pi.add_apply, Pi.single_apply, star_add]
    split_ifs <;> simp
  have hm (i : n) : (H *ᵥ (Pi.single k 1 + Pi.single j z)) i = H i k + H i j * z := by
    simp [Matrix.mulVec, dotProduct_add]
  rw [energy, hs, add_dotProduct, single_dotProduct, single_dotProduct, hm, hm]
  congr 1
  ring
```

In the converse step, `key` is the inequality in $t$; an explicit small $t$ then contradicts $a\neq0$.

```lean
/-- If the state localised on site `k` has the ground energy of a Hermitian `H`, then `H`
has no matrix element between `k` and any other site. -/
theorem no_hopping_of_localised_ground {H : Matrix n n ℂ} (hH : H.IsHermitian) {k j : n}
    (hE : groundEnergy H = (H k k).re) (hj : j ≠ k) : H j k = 0 := by
  have : Nonempty n := ⟨k⟩
  by_contra ha
  have hN : 0 < ‖H j k‖ ^ 2 := by positivity
  have hnorm (z : ℂ) :
      ∑ i, ‖(Pi.single k 1 + Pi.single j z : n → ℂ) i‖ ^ 2 = 1 + ‖z‖ ^ 2 := by
    have h (i : n) : ‖(Pi.single k 1 + Pi.single j z : n → ℂ) i‖ ^ 2 =
        (if i = k then 1 else 0) + (if i = j then ‖z‖ ^ 2 else 0) := by
      by_cases h1 : i = k
      · subst h1; simp [hj.symm]
      · by_cases h2 : i = j
        · subst h2; simp [h1]
        · simp [h1, h2]
    simp only [h, Finset.sum_add_distrib, Finset.sum_ite_eq', Finset.mem_univ, if_true]
  -- mix in the amplitude `-t H_jk` on site `j`
  have key (t : ℝ) : 2 * t * ‖H j k‖ ^ 2 ≤
      t ^ 2 * ‖H j k‖ ^ 2 * ((H j j).re - (H k k).re) := by
    have h := groundEnergy_mul_le H (Pi.single k 1 + Pi.single j (-(t : ℂ) * H j k))
      (by rw [hnorm]; positivity)
    have hre : (H k k + H k j * (-(t : ℂ) * H j k) + star (-(t : ℂ) * H j k) * H j k
        + star (-(t : ℂ) * H j k) * H j j * (-(t : ℂ) * H j k)).re =
        (H k k).re - 2 * t * ‖H j k‖ ^ 2 + t ^ 2 * ‖H j k‖ ^ 2 * (H j j).re := by
      rw [← hH.apply k j, Complex.sq_norm, Complex.normSq_apply]
      simp only [Complex.star_def, Complex.add_re, Complex.mul_re, Complex.mul_im,
        Complex.neg_re, Complex.neg_im, Complex.conj_re, Complex.conj_im,
        Complex.ofReal_re, Complex.ofReal_im]
      ring
    rw [hnorm, energy_pair, hre, hE, norm_mul, norm_neg, Complex.norm_real, mul_pow,
      Real.norm_eq_abs, sq_abs] at h
    linarith
  -- for small positive `t` the first-order gain wins
  obtain ⟨t, ht, htd⟩ : ∃ t : ℝ, 0 < t ∧ t * ((H j j).re - (H k k).re) ≤ 1 := by
    refine ⟨1 / (|(H j j).re - (H k k).re| + 1), by positivity, ?_⟩
    rw [div_mul_eq_mul_div, one_mul, div_le_one (by positivity)]
    linarith [le_abs_self ((H j j).re - (H k k).re)]
  have hp := mul_pos ht hN
  nlinarith [key t, mul_le_mul_of_nonneg_left htd hp.le]
```

## Energy bounds in the well

```lean
/-- The energy in a site potential is the energy of `T` plus the potential summed against
the density. -/
lemma energy_hamiltonian (T : Matrix n n ℂ) (v : n → ℝ) (ψ : n → ℂ) :
    energy (hamiltonian T v) ψ = energy T ψ + ∑ i, v i * ‖ψ i‖ ^ 2 := by
  simp only [energy, hamiltonian, Matrix.add_mulVec, dotProduct_add, Complex.add_re]
  congr 1
  simp only [dotProduct, Matrix.mulVec_diagonal, Pi.star_apply, Complex.re_sum]
  refine Finset.sum_congr rfl fun i _ => ?_
  rw [Complex.sq_norm, Complex.normSq_apply]
  simp only [Complex.star_def, Complex.mul_re, Complex.mul_im, Complex.conj_re,
    Complex.conj_im, Complex.ofReal_re, Complex.ofReal_im]
  ring
```

One estimate serves both wells, with a bound $\delta+Cq$ on the amplitude products. `hterm` bounds each term, and the sum is compared with $Dq$.

```lean
/-- Let `δ, C ≥ 0`, let `ψ` be normalised with weight `q` outside `k`, and let
`|ψ_i| |ψ_j| ≤ δ + C q` for every nonzero `T_ij` other than `T_kk`. Then in the well of depth
`S C + |Re T_kk|` the energy of `ψ` is at least `Re T_kk - S δ`, with `S` the strength of `T`. -/
lemma energy_well_ge (T : Matrix n n ℂ) (k : n) {δ C : ℝ} (hδ : 0 ≤ δ) (hC : 0 ≤ C)
    {ψ : n → ℂ} (hψ : ψ ∈ unitStates n)
    (h : ∀ i j, ¬(i = k ∧ j = k) →
      ‖T i j‖ * (‖ψ i‖ * ‖ψ j‖) ≤ ‖T i j‖ * (δ + C * (1 - ‖ψ k‖ ^ 2))) :
    (T k k).re - strength T * δ ≤
      energy (hamiltonian T (well k (strength T * C + |(T k k).re|))) ψ := by
  have hq : 0 ≤ 1 - ‖ψ k‖ ^ 2 := sub_nonneg.2 (weight_le hψ k)
  have hN : ∑ i, ‖ψ i‖ ^ 2 = 1 := hψ
  have hw (D : ℝ) : ∑ i, well k D i * ‖ψ i‖ ^ 2 = D * (1 - ‖ψ k‖ ^ 2) := by
    calc _ = ∑ i, (D * ‖ψ i‖ ^ 2 - if i = k then D * ‖ψ i‖ ^ 2 else 0) :=
          Finset.sum_congr rfl fun i _ => by by_cases hi : i = k <;> simp [well, hi]
      _ = _ := by
          rw [Finset.sum_sub_distrib, ← Finset.mul_sum, hN, Finset.sum_ite_eq',
            if_pos (Finset.mem_univ k)]
          ring
  have hterm (i j : n) : (if i = k ∧ j = k then (T k k).re * ‖ψ k‖ ^ 2 else 0)
      - ‖T i j‖ * (δ + C * (1 - ‖ψ k‖ ^ 2)) ≤ (star (ψ i) * T i j * ψ j).re := by
    by_cases hij : i = k ∧ j = k
    · rw [if_pos hij, hij.1, hij.2]
      have h1 : (star (ψ k) * T k k * ψ k).re = (T k k).re * ‖ψ k‖ ^ 2 := by
        rw [Complex.sq_norm, Complex.normSq_apply]
        simp only [Complex.star_def, Complex.mul_re, Complex.mul_im, Complex.conj_re,
          Complex.conj_im]
        ring
      have h2 : 0 ≤ ‖T k k‖ * (δ + C * (1 - ‖ψ k‖ ^ 2)) :=
        mul_nonneg (norm_nonneg _) (add_nonneg hδ (mul_nonneg hC hq))
      linarith
    · rw [if_neg hij]
      have h1 := Complex.abs_re_le_norm (star (ψ i) * T i j * ψ j)
      rw [norm_mul, norm_mul, norm_star] at h1
      linarith [neg_abs_le (star (ψ i) * T i j * ψ j).re, h i j hij]
  have hsum := Finset.sum_le_sum fun i (_ : i ∈ Finset.univ) =>
    Finset.sum_le_sum fun j (_ : j ∈ Finset.univ) => hterm i j
  have h0 (c : ℝ) : ∑ i : n, ∑ j : n, (if i = k ∧ j = k then c else 0) = c := by
    rw [Finset.sum_eq_single k (fun i _ hi => by simp [hi]) (by simp)]
    simp
  simp only [Finset.sum_sub_distrib, ← Finset.sum_mul, h0] at hsum
  rw [← energy_eq] at hsum
  change _ - strength T * _ ≤ _ at hsum
  rw [energy_hamiltonian, hw]
  nlinarith [mul_nonneg (sub_nonneg.2 (le_abs_self (T k k).re)) hq]
```

Here $C=1/(4\delta)$, and `hid` completes the square behind the bound on $\sqrt q$.

```lean
/-- For every `δ > 0`, an explicit well around site `k` brings the ground energy to
at least `Re T_kk - S δ`, with `S` the sum of the moduli of the matrix elements of `T`. -/
theorem deep_well (T : Matrix n n ℂ) (k : n) {δ : ℝ} (hδ : 0 < δ) :
    (T k k).re - strength T * δ ≤ groundEnergy
      (hamiltonian T (well k (strength T * (1 / (4 * δ)) + |(T k k).re|))) := by
  have : Nonempty n := ⟨k⟩
  obtain ⟨⟨ψ, hψ, he⟩, _⟩ := groundEnergy_isLeast
    (hamiltonian T (well k (strength T * (1 / (4 * δ)) + |(T k k).re|)))
  rw [← he]
  refine energy_well_ge T k hδ.le (by positivity) hψ fun i j hij => ?_
  refine mul_le_mul_of_nonneg_left ?_ (norm_nonneg _)
  have hq : 0 ≤ 1 - ‖ψ k‖ ^ 2 := sub_nonneg.2 (weight_le hψ k)
  -- at least one of the two sites lies outside `k`
  have hx : (‖ψ i‖ * ‖ψ j‖) ^ 2 ≤ 1 - ‖ψ k‖ ^ 2 := by
    rw [mul_pow]
    by_cases hi : i = k
    · have hj : j ≠ k := fun hj => hij ⟨hi, hj⟩
      simpa using mul_le_mul (weight_le hψ i) (weight_outside hψ hj) (sq_nonneg _)
        zero_le_one
    · simpa using mul_le_mul (weight_outside hψ hi) (weight_le hψ j) (sq_nonneg _) hq
  have hid : δ + 1 / (4 * δ) * (1 - ‖ψ k‖ ^ 2) - ‖ψ i‖ * ‖ψ j‖ =
      ((1 - ‖ψ k‖ ^ 2 - (‖ψ i‖ * ‖ψ j‖) ^ 2) + (‖ψ i‖ * ‖ψ j‖ - 2 * δ) ^ 2) / (4 * δ) := by
    field_simp
    ring
  have hnn := div_nonneg (add_nonneg (sub_nonneg.2 hx)
    (sq_nonneg (‖ψ i‖ * ‖ψ j‖ - 2 * δ))) (by positivity : 0 ≤ 4 * δ)
  linarith
```

## The supremum and the dimer

`IsLUB` says that $T_{kk}$ is the least upper bound over all real potentials. The four parts of the proof are the upper bound, the limit with $\delta=\varepsilon/(S+1)$, the converse, and the finite well with $\delta=0$, $C=1$.

```lean
/-- For Hermitian `T` and the density concentrated on site `k`, the supremum of
`E(v) - v·ρ` over all potentials is `T_kk`; it is attained by some potential if and only if
`T_jk = 0` for every `j ≠ k`. -/
theorem lieb_supremum_localised {T : Matrix n n ℂ} (hT : T.IsHermitian) (k : n) :
    IsLUB (Set.range (liebObjective T (Pi.single k 1))) (T k k).re ∧
    ((∃ v, liebObjective T (Pi.single k 1) v = (T k k).re) ↔ ∀ j, j ≠ k → T j k = 0) := by
  have : Nonempty n := ⟨k⟩
  have hobj (v : n → ℝ) : liebObjective T (Pi.single k 1) v =
      groundEnergy (hamiltonian T v) - v k := by simp [liebObjective]
  have hdiag (v : n → ℝ) : (hamiltonian T v k k).re = (T k k).re + v k := by
    simp [hamiltonian]
  have hupper (v : n → ℝ) : liebObjective T (Pi.single k 1) v ≤ (T k k).re := by
    -- the localised state is a trial state
    have h := (groundEnergy_isLeast (hamiltonian T v)).2 ⟨_, site_mem k, rfl⟩
    have he : energy (hamiltonian T v) (Pi.single k 1) = (hamiltonian T v k k).re := by
      simpa using energy_pair (hamiltonian T v) k k 0
    rw [he, hdiag] at h
    rw [hobj]
    linarith
  have hwell (D : ℝ) : well k D k = 0 := by simp [well]
  have hS : 0 ≤ strength T :=
    Finset.sum_nonneg fun i _ => Finset.sum_nonneg fun j _ => norm_nonneg _
  refine ⟨⟨?_, ?_⟩, ?_, ?_⟩
  · rintro _ ⟨v, rfl⟩
    exact hupper v
  · intro b hb
    refine le_of_forall_pos_le_add fun ε hε => ?_
    have hδ : 0 < ε / (strength T + 1) := by positivity
    have h1 := deep_well T k hδ
    have h2 := hb ⟨well k (strength T * (1 / (4 * (ε / (strength T + 1))))
      + |(T k k).re|), rfl⟩
    rw [hobj, hwell] at h2
    have h3 : (strength T + 1) * (ε / (strength T + 1)) = ε :=
      mul_div_cancel₀ ε (by positivity)
    linarith
  · rintro ⟨v, hv⟩ j hj
    have hH : (hamiltonian T v).IsHermitian := by
      refine Matrix.IsHermitian.add hT ?_
      rw [Matrix.IsHermitian, Matrix.diagonal_conjTranspose]
      congr 1
      funext i
      simp
    have hz := no_hopping_of_localised_ground hH (k := k)
      (by rw [hdiag]; rw [hobj] at hv; linarith) hj
    simpa [hamiltonian, hj] using hz
  · intro h0
    -- without hopping out of `k`, a finite well suffices
    refine ⟨well k (strength T * 1 + |(T k k).re|), le_antisymm (hupper _) ?_⟩
    rw [hobj, hwell, sub_zero]
    obtain ⟨⟨ψ, hψ, he⟩, _⟩ := groundEnergy_isLeast
      (hamiltonian T (well k (strength T * 1 + |(T k k).re|)))
    rw [← he]
    have h := energy_well_ge T k le_rfl zero_le_one hψ fun i j hij => by
      by_cases hi : i = k
      · have hj : j ≠ k := fun hj => hij ⟨hi, hj⟩
        have hz : T i j = 0 := by rw [hi, ← hT.apply k j, h0 j hj, star_zero]
        simp [hz]
      · by_cases hj : j = k
        · have hz : T i j = 0 := by rw [hj]; exact h0 i hi
          simp [hz]
        · refine mul_le_mul_of_nonneg_left ?_ (norm_nonneg _)
          nlinarith [weight_outside hψ hi, weight_outside hψ hj,
            sq_nonneg (‖ψ i‖ - ‖ψ j‖)]
    simpa using h
```

In the dimer, `t` is the off-diagonal matrix element itself, without the customary minus sign, and the sites are 0 and 1.

```lean
/-- In a dimer with nonzero real hopping `t` and zero on-site energies, the supremum of `E(v) - v·ρ`
over all potentials, for the density `ρ` on the first site, is zero, and every potential gives a
value strictly below zero. -/
theorem dimer_not_attained {t : ℝ} (ht : t ≠ 0) :
    IsLUB (Set.range (liebObjective !![0, (t : ℂ); (t : ℂ), 0] (Pi.single 0 1))) 0 ∧
    ∀ v, liebObjective !![0, (t : ℂ); (t : ℂ), 0] (Pi.single 0 1) v < 0 := by
  have hT : (!![0, (t : ℂ); (t : ℂ), 0]).IsHermitian := by
    ext i j
    fin_cases i <;> fin_cases j <;> simp
  obtain ⟨h1, h2⟩ := lieb_supremum_localised hT 0
  have h00 : ((!![0, (t : ℂ); (t : ℂ), 0] : Matrix (Fin 2) (Fin 2) ℂ) 0 0).re = 0 := by
    simp
  rw [h00] at h1 h2
  refine ⟨h1, fun v => lt_of_le_of_ne (h1.1 ⟨v, rfl⟩) fun hv => ht ?_⟩
  simpa using h2.1 ⟨v, hv⟩ 1 (by decide)

end

end LocalisedDensityLieb
```

```lean
#print axioms LocalisedDensityLieb.lieb_supremum_localised
#print axioms LocalisedDensityLieb.dimer_not_attained
```

```
'LocalisedDensityLieb.lieb_supremum_localised' depends on axioms: [propext, Classical.choice, Quot.sound]
'LocalisedDensityLieb.dimer_not_attained' depends on axioms: [propext, Classical.choice, Quot.sound]
```

For lattice density functional theory, this gives one-particle densities that are not ground-state densities of any finite potential. It concerns a single particle and one-site densities; representing a real electron by finitely many orthonormal site orbitals is a separate approximation.

## A diverging potential, and wells of several sites

For the dimer with $\rho=(1,0)$ and $t\neq0$, a program that maximises $E(v)-v\cdot\rho$ over potentials has no maximiser to find. With $v=(0,D)$ the objective is $D/2-\sqrt{D^2/4+t^2}$, about $-t^2/D$ for large $D$. For $t=1$ it is $-0.0990$ at $D=10$ and $-0.0100$ at $D=100$: the value converges while the potential grows without limit.

The same estimate, applied by hand to a well that is zero on a nonempty set $A$ of sites and $D$ elsewhere, shows that the ground energy tends to the lowest eigenvalue of the block of $T$ on $A$ as $D\to\infty$.
